# The planar Poisson–Boltzmann equation has only the zero solution on the whole line

An unbounded electrolyte without electrodes is modelled here by a differential equation that holds at every real $x$, with no condition imposed at infinity. One might expect to need a bound on the potential as well. For a symmetric electrolyte with a positive inverse Debye length the equation alone is enough: the potential, measured from the value at which the two ion concentrations are equal, vanishes everywhere.

## The electrolyte and its equation

Take a symmetric electrolyte of point ions in a uniform dielectric, treated in mean field, with a potential that varies only along $x$. Let $\psi$ be the electrostatic potential in units of the thermal energy divided by the ionic charge, measured from the value at which the two ion species have equal concentrations. Boltzmann-distributed ions then give

$$\psi'' = \kappa^2 \sinh\psi .$$

The constant $\kappa>0$ is the inverse Debye length. It stands for the screening strength set by valence, permittivity, temperature and the ion concentration at $\psi=0$ (not the local or mean concentration between charged walls), and enters as a given number.

## Statements in words

`SolvesPB κ ψ s` says that there is a function $\psi'$ such that, at each point of the region $s$, $\psi$ has derivative $\psi'$ and $\psi'$ has derivative $\kappa^2\sinh\psi$. It is applied only to open regions, where this is the usual second-order equation. The proofs call the function `E`; the dimensionless electric field is its negative.

- `whole_line_potential_eq_zero`: if $\kappa>0$ and the equation holds on all of $\mathbb{R}$ (`univ`), then $\psi(x)=0$ for every $x$.
- `midplane_bound`: if the electrolyte fills a segment of half-width $R>0$ about $c$, and $\psi$ is continuous up to the ends, then $|\psi(c)|\le 8/(\kappa R)$.
- `half_space_bound`: if the electrolyte fills $x>0$ and $\psi$ is continuous up to the electrode at $0$, then $|\psi(x)|\le 8/(\kappa x)$ for $x>0$.
- `debye_hueckel_global_solution`: the linearised equation $\psi''=\kappa^2\psi$ has the nonzero solution $\sinh(\kappa x)$ on the whole line.

The two bounds do not involve the boundary potentials. For a numerical solution of this equation in a slit, the midplane bound therefore gives a consistency check on the computed potential for any wall potentials: a value clearly above it signals an error, while a value below it does not confirm the solution. Both bounds are upper limits and not estimates of the profile; in the half-space the potential far from the electrode falls off exponentially, much faster than $1/x$. Ion size, ion correlations, unequal valences, fixed charges and lateral variation are absent from the model, and the existence of solutions between electrodes is not addressed.

## Bounding the midplane potential

**A cubic lower bound.** For $s\ge 0$ we have $\sinh(s/2)\ge s/2$ and $\cosh(s/2)=1+2\sinh^2(s/4)\ge s^2/8$. Hence

$$\sinh s = 2\sinh(s/2)\cosh(s/2)\ \ge\ 2\cdot\frac{s}{2}\cdot\frac{s^2}{8}=\frac{s^3}{8}.$$

**A weighted maximum.** Suppose $\psi(c)>8/(\kappa R)$. Put $g(x)=R^2-(x-c)^2$ and let $a$ be a point where $g\psi$ is largest on the closed segment. Since $g(a)\psi(a)\ge R^2\psi(c)>0$ and $g$ vanishes at the ends, $a$ lies inside, with $g(a)>0$ and $\psi(a)>0$.

Write $u=a-c$, with all functions below evaluated at $a$. The first derivative of $g\psi$ vanishes and the second is not positive:

$$g\psi' = 2u\psi,\qquad -2\psi-4u\psi'+g\kappa^2\sinh\psi\le 0 .$$

Multiply the inequality by $g$, insert the equality, and use $g+u^2=R^2$:

$$g^2\kappa^2\sinh\psi \le 2g\psi+8u^2\psi\le 8(g+u^2)\psi=8R^2\psi .$$

The cubic bound turns this into $g^2\kappa^2\psi^3/8\le 8R^2\psi$. Dividing by $\psi>0$ and taking the root gives $\kappa g\psi\le 8R$. Therefore $\kappa R^2\psi(c)\le 8R$, which contradicts the assumption.

**Both signs, then all widths.** Because $\sinh$ is odd, $-\psi$ is also a solution, so $|\psi(c)|\le 8/(\kappa R)$. On the whole line this holds for every $c$ and every $R>0$. Letting $R\to\infty$ gives $\psi(c)=0$. In a half-space, the segment from $0$ to $2x$ has centre $x$ and half-width $x$, which gives the bound $8/(\kappa x)$.

## The limit without screening

As $\kappa\to 0$ at fixed $R$, the bound $8/(\kappa R)$ grows without limit. At $\kappa=0$ the equation becomes $\psi''=0$, which every constant solves, so the case $\kappa=0$ has to be excluded even for bounded potentials.

## The Lean file

```lean
import Mathlib

open Set Filter Topology

namespace PoissonBoltzmannWholeLine

/-- Some function `ψ'` is the derivative of `ψ` at every point of `s` and itself has derivative `κ²
sinh ψ` there. For open `s` this is the planar Poisson-Boltzmann equation `ψ'' = κ² sinh ψ` on `s`.
-/
def SolvesPB (κ : ℝ) (ψ : ℝ → ℝ) (s : Set ℝ) : Prop :=
  ∃ ψ' : ℝ → ℝ, ∀ x ∈ s,
    HasDerivAt ψ (ψ' x) x ∧ HasDerivAt ψ' (κ ^ 2 * Real.sinh (ψ x)) x

/-- If `ψ` satisfies `SolvesPB` on `s`, then so does `-ψ`. -/
theorem SolvesPB.neg {κ : ℝ} {ψ : ℝ → ℝ} {s : Set ℝ} (h : SolvesPB κ ψ s) :
    SolvesPB κ (fun x => -ψ x) s := by
  obtain ⟨E, hE⟩ := h
  refine ⟨fun x => -E x, fun x hx => ⟨(hE x hx).1.fun_neg, ?_⟩⟩
  exact (hE x hx).2.fun_neg.congr_deriv (by rw [Real.sinh_neg]; ring)

/-- At a local maximum the second derivative is not positive. -/
theorem second_deriv_nonpos {f f' : ℝ → ℝ} {a m : ℝ}
    (hf : ∀ᶠ x in 𝓝 a, HasDerivAt f (f' x) x) (hf' : HasDerivAt f' m a)
    (hmax : IsLocalMax f a) : m ≤ 0 := by
  by_contra hm
  have hm' : 0 < m := not_le.mp hm
  have hd : deriv f =ᶠ[𝓝 a] f' := hf.mono fun x hx => hx.deriv
  have h2 : deriv (deriv f) a = m := by rw [hd.deriv_eq]; exact hf'.deriv
  -- a positive second derivative would make the point a local minimum as well
  have hmin : IsLocalMin f a :=
    isLocalMin_of_deriv_deriv_pos (by rw [h2]; exact hm') hmax.deriv_eq_zero
      hf.self_of_nhds.continuousAt
  have h3 : ∀ᶠ x in 𝓝 a, f x ≤ f a := hmax
  have h4 : ∀ᶠ x in 𝓝 a, f a ≤ f x := hmin
  have hc : f =ᶠ[𝓝 a] fun _ => f a := by
    filter_upwards [h3, h4] with x h5 h6 using le_antisymm h5 h6
  have h0 : deriv (deriv f) a = 0 := by
    rw [hc.deriv.deriv_eq]; simp
  linarith

/-- For nonnegative `s`, `sinh s` is at least `s³/8`. -/
theorem cube_le_sinh {s : ℝ} (hs : 0 ≤ s) : s ^ 3 / 8 ≤ Real.sinh s := by
  have h2 : s / 2 ≤ Real.sinh (s / 2) := Real.self_le_sinh_iff.2 (by positivity)
  have h4 : s / 4 ≤ Real.sinh (s / 4) := Real.self_le_sinh_iff.2 (by positivity)
  have e1 : Real.sinh s = 2 * Real.sinh (s / 2) * Real.cosh (s / 2) := by
    rw [← Real.sinh_two_mul]; congr 1; ring
  have e2 : Real.cosh (s / 2) = Real.cosh (s / 4) ^ 2 + Real.sinh (s / 4) ^ 2 := by
    rw [← Real.cosh_two_mul]; congr 1; ring
  have h5 : s ^ 2 / 8 ≤ Real.cosh (s / 2) := by
    rw [e2, Real.cosh_sq]
    nlinarith [mul_self_le_mul_self (by positivity : 0 ≤ s / 4) h4]
  have h6 : s / 2 * (s ^ 2 / 8) ≤ Real.sinh (s / 2) * Real.cosh (s / 2) :=
    mul_le_mul h2 h5 (by positivity) (le_trans (by positivity) h2)
  rw [e1]
  linarith

/-- In an electrolyte filling the segment of half-width `R` about `c`, the potential
at `c` is at most `8/(κR)`, whatever the potentials at the two ends. -/
theorem midplane_upper_bound {κ R c : ℝ} {ψ : ℝ → ℝ} (hκ : 0 < κ) (hR : 0 < R)
    (hcont : ContinuousOn ψ (Icc (c - R) (c + R)))
    (h : SolvesPB κ ψ (Ioo (c - R) (c + R))) : ψ c ≤ 8 / (κ * R) := by
  obtain ⟨E, hE⟩ := h
  by_contra hbig
  have h8 : 8 < ψ c * (κ * R) := (div_lt_iff₀ (by positivity)).1 (not_le.mp hbig)
  have hψc : 0 < ψ c := lt_trans (by positivity) (not_le.mp hbig)
  -- maximise the potential weighted by a parabola vanishing at both ends
  have hφ : ContinuousOn (fun y => (R - (y - c)) * (R + (y - c)) * ψ y)
      (Icc (c - R) (c + R)) :=
    ContinuousOn.mul (Continuous.continuousOn (by fun_prop)) hcont
  have hcm : c ∈ Icc (c - R) (c + R) := ⟨by linarith, by linarith⟩
  obtain ⟨a, ha, hmax⟩ := isCompact_Icc.exists_isMaxOn ⟨c, hcm⟩ hφ
  have hca : (R - (c - c)) * (R + (c - c)) * ψ c
      ≤ (R - (a - c)) * (R + (a - c)) * ψ a := hmax hcm
  simp only [sub_self, sub_zero, add_zero] at hca
  have hpos : 0 < (R - (a - c)) * (R + (a - c)) * ψ a :=
    lt_of_lt_of_le (by positivity) hca
  -- the maximum is positive, hence attained inside
  have hlo : c - R < a := lt_of_le_of_ne ha.1 fun h => by
    have h' : R + (a - c) = 0 := by linarith
    rw [h'] at hpos
    simp at hpos
  have hhi : a < c + R := lt_of_le_of_ne ha.2 fun h => by
    have h' : R - (a - c) = 0 := by linarith
    rw [h'] at hpos
    simp at hpos
  have hloc := hmax.isLocalMax (Icc_mem_nhds hlo hhi)
  have hl : ∀ x : ℝ, HasDerivAt (fun y => y - c) 1 x := fun x =>
    (hasDerivAt_id' x).sub_const c
  have hg : ∀ x : ℝ, HasDerivAt (fun y => (R - (y - c)) * (R + (y - c)))
      (-2 * (x - c)) x := fun x =>
    (((hl x).const_sub R).fun_mul ((hl x).const_add R)).congr_deriv (by ring)
  have hd : ∀ x ∈ Ioo (c - R) (c + R),
      HasDerivAt (fun y => (R - (y - c)) * (R + (y - c)) * ψ y)
        (-2 * (x - c) * ψ x + (R - (x - c)) * (R + (x - c)) * E x) x :=
    fun x hx => (hg x).fun_mul (hE x hx).1
  have ham : a ∈ Ioo (c - R) (c + R) := ⟨hlo, hhi⟩
  have hdd : HasDerivAt
      (fun x => -2 * (x - c) * ψ x + (R - (x - c)) * (R + (x - c)) * E x)
      (-2 * ψ a - 4 * (a - c) * E a
        + (R - (a - c)) * (R + (a - c)) * (κ ^ 2 * Real.sinh (ψ a))) a :=
    ((((hl a).const_mul (-2)).fun_mul (hE a ham).1).fun_add
      ((hg a).fun_mul (hE a ham).2)).congr_deriv (by ring)
  have h1 := hloc.hasDerivAt_eq_zero (hd a ham)
  have h2 := second_deriv_nonpos
    (Filter.eventually_of_mem (Ioo_mem_nhds hlo hhi) hd) hdd hloc
  have hgpos : 0 < (R - (a - c)) * (R + (a - c)) :=
    mul_pos (by linarith) (by linarith)
  have hp : 0 < ψ a := (mul_pos_iff_of_pos_left hgpos).1 hpos
  obtain ⟨g, hgd⟩ : ∃ g, g = (R - (a - c)) * (R + (a - c)) := ⟨_, rfl⟩
  rw [← hgd] at h1 h2 hgpos hca
  -- combine the first- and second-derivative conditions at the maximum
  have e1 : 4 * (a - c) * (g * E a) = 8 * (a - c) ^ 2 * ψ a := by
    linear_combination 4 * (a - c) * h1
  have e2 : 8 * R ^ 2 * ψ a = 8 * g * ψ a + 8 * (a - c) ^ 2 * ψ a := by
    rw [hgd]; ring
  have h3 : g ^ 2 * κ ^ 2 * Real.sinh (ψ a) ≤ 8 * R ^ 2 * ψ a := by
    nlinarith [mul_le_mul_of_nonneg_left h2 hgpos.le, mul_pos hgpos hp]
  have h4 : g ^ 2 * κ ^ 2 * (ψ a ^ 3 / 8) ≤ g ^ 2 * κ ^ 2 * Real.sinh (ψ a) :=
    mul_le_mul_of_nonneg_left (cube_le_sinh hp.le) (by positivity)
  have h5 : (κ * (g * ψ a)) ^ 2 ≤ (8 * R) ^ 2 :=
    le_of_mul_le_mul_right (by nlinarith [h3, h4]) hp
  have h6 : κ * (g * ψ a) ≤ 8 * R :=
    le_trans (le_abs_self _) (abs_le_of_sq_le_sq h5 (by positivity))
  nlinarith [mul_lt_mul_of_pos_right h8 hR, mul_le_mul_of_nonneg_left hca hκ.le]

/-- The magnitude of the potential at the centre of an electrolyte segment of
half-width `R` is at most `8/(κR)`, whatever the potentials at the two ends. -/
theorem midplane_bound {κ R c : ℝ} {ψ : ℝ → ℝ} (hκ : 0 < κ) (hR : 0 < R)
    (hcont : ContinuousOn ψ (Icc (c - R) (c + R)))
    (h : SolvesPB κ ψ (Ioo (c - R) (c + R))) : |ψ c| ≤ 8 / (κ * R) :=
  abs_le'.2 ⟨midplane_upper_bound hκ hR hcont h,
    midplane_upper_bound (ψ := fun x => -ψ x) hκ hR hcont.neg h.neg⟩

/-- A planar potential that obeys the Poisson-Boltzmann equation on the whole line
is identically zero; no bound on the potential is assumed. -/
theorem whole_line_potential_eq_zero {κ : ℝ} {ψ : ℝ → ℝ} (hκ : 0 < κ)
    (h : SolvesPB κ ψ univ) : ∀ x, ψ x = 0 := by
  intro x
  by_contra hx
  have hd : 0 < |ψ x| := abs_pos.2 hx
  obtain ⟨E, hE⟩ := h
  -- a segment wide enough to bound the magnitude of the potential by half itself
  have hb := midplane_bound (c := x) (R := 16 / (κ * |ψ x|)) hκ (by positivity)
    (fun y _ => (hE y (mem_univ y)).1.continuousAt.continuousWithinAt)
    ⟨E, fun y _ => hE y (mem_univ y)⟩
  have e : 8 / (κ * (16 / (κ * |ψ x|))) = |ψ x| / 2 := by
    have hd' := hd.ne'
    have hκ' := hκ.ne'
    field_simp
    try norm_num
  rw [e] at hb
  linarith

/-- In an electrolyte filling the half-space next to an electrode at the origin, the
potential at distance `x` has magnitude at most `8/(κx)`, for any surface potential. -/
theorem half_space_bound {κ x : ℝ} {ψ : ℝ → ℝ} (hκ : 0 < κ) (hx : 0 < x)
    (hcont : ContinuousOn ψ (Ici 0)) (h : SolvesPB κ ψ (Ioi 0)) :
    |ψ x| ≤ 8 / (κ * x) := by
  obtain ⟨E, hE⟩ := h
  refine midplane_bound hκ hx (hcont.mono fun y hy => ?_) ⟨E, fun y hy => hE y ?_⟩
  · exact mem_Ici.2 (by linarith [hy.1])
  · exact mem_Ioi.2 (by linarith [hy.1])

/-- The linearised (Debye-Hückel) equation `ψ'' = κ² ψ` has the solution `sinh (κx)` on
the whole line, and this solution is not identically zero. -/
theorem debye_hueckel_global_solution {κ : ℝ} (hκ : 0 < κ) :
    (∀ x, HasDerivAt (fun y => Real.sinh (κ * y)) (κ * Real.cosh (κ * x)) x ∧
      HasDerivAt (fun y => κ * Real.cosh (κ * y)) (κ ^ 2 * Real.sinh (κ * x)) x) ∧
    ∃ x, Real.sinh (κ * x) ≠ 0 := by
  refine ⟨fun x => ?_, 1, (Real.sinh_pos_iff.2 (by linarith)).ne'⟩
  have hl : HasDerivAt (fun y => κ * y) κ x :=
    ((hasDerivAt_id' x).const_mul κ).congr_deriv (by ring)
  exact ⟨hl.sinh.congr_deriv (by ring), (hl.cosh.const_mul κ).congr_deriv (by ring)⟩

end PoissonBoltzmannWholeLine
```

```lean
#print axioms PoissonBoltzmannWholeLine.whole_line_potential_eq_zero
#print axioms PoissonBoltzmannWholeLine.half_space_bound
#print axioms PoissonBoltzmannWholeLine.debye_hueckel_global_solution
```

```
'PoissonBoltzmannWholeLine.whole_line_potential_eq_zero' depends on axioms: [propext, Classical.choice, Quot.sound]
'PoissonBoltzmannWholeLine.half_space_bound' depends on axioms: [propext, Classical.choice, Quot.sound]
'PoissonBoltzmannWholeLine.debye_hueckel_global_solution' depends on axioms: [propext, Classical.choice, Quot.sound]
```

## How the proof follows the derivation

`SolvesPB.neg` supplies the sign symmetry and `cube_le_sinh` the cubic bound, using the same half-argument formulas.

`second_deriv_nonpos` proves the second-derivative condition at a local maximum. If the second derivative were positive, the second-derivative test would make the point a local minimum too. The function would then be constant nearby and its second derivative zero, a contradiction.

`midplane_upper_bound` carries the main argument. Compactness of the closed segment supplies the maximiser `a`, and `hlo` and `hhi` exclude the ends. The product rule gives the two derivatives, `hd` and `hdd`; the conditions at the maximum are `h1` and `h2`. The weight at `a` is then abbreviated to `g`. Multiplying `h1` by $4u$ yields `e1`, while `e2` records $g+u^2=R^2$. The step `h3` is the inequality $g^2\kappa^2\sinh\psi\le 8R^2\psi$, `h4` inserts the cubic bound, `h5` cancels the positive factor $\psi(a)$, and `h6` takes the root. The last `nlinarith` compares the result with the assumed excess at $c$.

`midplane_bound` applies this to $\psi$ and $-\psi$. In `whole_line_potential_eq_zero` a single width replaces the limit: if $\psi(x)\ne0$, choosing $R=16/(\kappa|\psi(x)|)$ gives $|\psi(x)|\le|\psi(x)|/2$, which is impossible. `half_space_bound` uses the segment centred at $x$ that reaches the electrode.

`debye_hueckel_global_solution` differentiates $\sinh(\kappa x)$ twice and evaluates it at $x=1$ to show that it is not identically zero. This solution is unbounded, so in the linear theory a boundedness condition does real work, whereas the nonlinear equation excludes nonzero global solutions by itself.
